# Closed form for the cluster interactions of one relaxed coordinate with stiffness linear in composition

When an alloy relaxes, its energy changes by an amount that depends on which lattice sites are occupied, and the problem is to find the many-body interactions that this relaxation produces. One must first choose what counts as an interaction. Here a configuration is the finite set $S$ of occupied sites, and the interactions are numbers $J(T)$, one for each cluster $T$ of sites, such that the energy of $S$ is the sum of $J(T)$ over all $T\subseteq S$. This is the occupation basis (site variables 0 and 1); coefficients in a $\pm1$ spin basis are in general different numbers.

Relaxation is modelled by a single coordinate $u$, pulled by a fixed force $f$ against a stiffness $k+cn$ when $n$ sites are occupied. The constant $k>0$ is the stiffness with no site occupied, and $c\ge 0$ is the stiffening due to each occupied site.

## Energies and interactions

```lean
import Mathlib

open Finset

namespace RelaxationClusterExpansion

noncomputable section

variable {ι : Type*} {f k c : ℝ}
```

The type `ι` is the collection of lattice sites, finite or infinite, with no geometry attached. The parameters `f`, `k` and `c` are real numbers.

```lean
/-- Energy of a relaxation coordinate `u` under a force `f`, with stiffness `k + c n`
when `n` sites are occupied. -/
def elasticEnergy (f k c : ℝ) (n : ℕ) (u : ℝ) : ℝ :=
  -f * u + (k + c * n) * u ^ 2 / 2
```

This is $-fu+(k+cn)u^2/2$, a harmonic energy with a linear driving term. It is zero at the unrelaxed position $u=0$, so it counts only the energy change on relaxation, not the energy of the unrelaxed alloy.

```lean
/-- The relaxed energy: the infimum of the elastic energy over the coordinate `u`,
meant for positive stiffness `k + c n`. -/
def relaxedEnergy (f k c : ℝ) (n : ℕ) : ℝ :=
  ⨅ u : ℝ, elasticEnergy f k c n u
```

The symbol `⨅` is the infimum over all real $u$; call the result $E(n)$. Lean assigns the value 0 to the infimum of a set of reals without lower bound, so the definition has its physical meaning only where a minimum exists.

```lean
/-- `J` is an occupation-basis cluster expansion of `E`: the energy of each set `S` of occupied
sites is the sum of the interactions of all clusters contained in `S`. -/
def IsClusterExpansion (E J : Finset ι → ℝ) : Prop :=
  ∀ S, E S = ∑ T ∈ S.powerset, J T
```

`Finset ι` is the type of finite sets of sites, and `S.powerset` is the set of all subsets of `S`, including the empty cluster and `S` itself. The definition reads $E(S)=\sum_{T\subseteq S}J(T)$ for every $S$.

```lean
/-- Closed form for the `m`-th finite difference, with step `c`, of the compliance `1/x`;
its domain is where no factor `x + j c` with `0 ≤ j ≤ m` vanishes. -/
def complianceDifference (c x : ℝ) (m : ℕ) : ℝ :=
  (-1) ^ m * (m.factorial : ℝ) * c ^ m / ∏ j ∈ range (m + 1), (x + (j : ℝ) * c)
```

Write $D_m(x)$ for this quantity:

$$D_m(x)=\frac{(-1)^m\,m!\,c^m}{\prod_{j=0}^{m}(x+jc)}.$$

In Lean, `range (m + 1)` runs over $j=0,\dots,m$.

## The relaxed energy

```lean
/-- For `k > 0` and `c ≥ 0` the elastic energy attains its minimum over `u`, and the minimum
is `-f² / (2 (k + c n))`. -/
theorem isLeast_elasticEnergy (hk : 0 < k) (hc : 0 ≤ c) (n : ℕ) :
    IsLeast (Set.range (elasticEnergy f k c n)) (-f ^ 2 / (2 * (k + c * n))) := by
  have hK : 0 < k + c * n := by positivity
  refine ⟨⟨f / (k + c * n), ?_⟩, ?_⟩
  · -- force balance at the relaxed position
    have h : (k + c * n) * (f / (k + c * n)) = f := mul_div_cancel₀ f hK.ne'
    unfold elasticEnergy
    rw [eq_div_iff (by positivity)]
    linear_combination ((k + c * n) * (f / (k + c * n)) - f) * h
  · rintro _ ⟨u, rfl⟩
    unfold elasticEnergy
    rw [div_le_iff₀ (by positivity)]
    nlinarith [sq_nonneg ((k + c * n) * u - f)]
```

`IsLeast` says that the value is attained and that no other value lies below it. By hand, put $K=k+cn>0$ and complete the square:

$$-fu+\tfrac12Ku^2=\tfrac12K\left(u-\frac fK\right)^2-\frac{f^2}{2K}.$$

The minimum is at $u=f/K$, where the forces balance. The first half of the proof inserts this $u$. The second half multiplies the inequality by $2K$, after which `nlinarith` needs only $(Ku-f)^2\ge0$.

The condition $k>0$ can't be weakened to $k\ge0$. With $k=0$, $c=1$, $f=1$ and no occupied site, the energy is $-u$, which has no minimum.

## Summing differences over clusters

```lean
/-- For `x > 0` and `c ≥ 0`, each compliance difference is the change of the previous one
when the stiffness `x` is raised by `c`. -/
theorem complianceDifference_succ {x : ℝ} (hx : 0 < x) (hc : 0 ≤ c) (m : ℕ) :
    complianceDifference c x (m + 1)
      = complianceDifference c (x + c) m - complianceDifference c x m := by
  -- `Q` is the product of the factors common to all three denominators
  obtain ⟨Q, hQ⟩ : ∃ Q, Q = ∏ j ∈ range m, (x + ((j : ℝ) + 1) * c) := ⟨_, rfl⟩
  have hQ0 : 0 < Q := by
    rw [hQ]
    exact prod_pos (fun j _ => by positivity)
  have h1 : ∏ j ∈ range (m + 1), (x + (j : ℝ) * c) = Q * x := by
    rw [hQ, prod_range_succ']
    simp only [Nat.cast_add, Nat.cast_one, Nat.cast_zero, zero_mul, add_zero]
  have h2 : ∏ j ∈ range (m + 1), (x + c + (j : ℝ) * c) = Q * (x + ((m : ℝ) + 1) * c) := by
    rw [hQ, prod_range_succ]
    congr 1
    · exact prod_congr rfl (fun j _ => by ring)
    · ring
  have h3 : ∏ j ∈ range (m + 1 + 1), (x + (j : ℝ) * c)
      = Q * x * (x + ((m : ℝ) + 1) * c) := by
    rw [prod_range_succ, h1]
    simp only [Nat.cast_add, Nat.cast_one]
  unfold complianceDifference
  rw [h3, h2, h1, Nat.factorial_succ, div_sub_div _ _ (by positivity) (by positivity),
    div_eq_div_iff (by positivity) (by positivity)]
  push_cast
  ring
```

The claim is $D_{m+1}(x)=D_m(x+c)-D_m(x)$. Let $Q=\prod_{j=0}^{m-1}(x+(j+1)c)$, with $Q=1$ for $m=0$. The denominators of $D_m(x)$ and $D_m(x+c)$ are $Qx$ and $Q(x+(m+1)c)$, so

$$D_m(x+c)-D_m(x)=\frac{(-1)^m m!\,c^m}{Q}\left[\frac1{x+(m+1)c}-\frac1x\right]
=\frac{(-1)^{m+1}(m+1)!\,c^{m+1}}{Q\,x\,(x+(m+1)c)},$$

which is $D_{m+1}(x)$. The steps `h1`, `h2` and `h3` factor the three denominators; `ring` checks the remaining algebra.

```lean
/-- For `x > 0` and `c ≥ 0`, the compliance differences summed over all clusters in `S`
give the compliance `1 / (x + c |S|)`. -/
theorem sum_complianceDifference (hc : 0 ≤ c) (S : Finset ι) :
    ∀ x : ℝ, 0 < x →
      ∑ T ∈ S.powerset, complianceDifference c x T.card = 1 / (x + c * S.card) := by
  classical
  induction S using Finset.induction_on with
  | empty =>
    intro x hx
    simp [complianceDifference]
  | insert a s ha ih =>
    intro x hx
    -- clusters with and without the new site `a` combine into differences at `x + c`
    have h : ∀ T ∈ s.powerset, complianceDifference c x T.card
        + complianceDifference c x (insert a T).card
        = complianceDifference c (x + c) T.card := by
      intro T hT
      rw [card_insert_of_notMem (fun h => ha (mem_powerset.mp hT h)),
        complianceDifference_succ hx hc]
      ring
    rw [sum_powerset_insert ha, ← sum_add_distrib, sum_congr rfl h,
      ih (x + c) (by positivity), card_insert_of_notMem ha]
    push_cast
    congr 1
    ring
```

In ordinary notation, $\sum_{T\subseteq S}D_{|T|}(x)=1/(x+c|S|)$. The proof adds one site at a time. For the empty set the sum is $D_0(x)=1/x$. When a site $a$ joins a set $s$, each old cluster $T\subseteq s$ is paired with $T\cup\{a\}$, and the recursion gives

$$D_{|T|}(x)+D_{|T|+1}(x)=D_{|T|}(x+c).$$

The sum over $T\subseteq s$ is then the earlier result at $x+c$, namely $1/(x+c+c|s|)$. Because the step at $x$ uses the result at $x+c$, the induction carries the statement for all positive $x$ at once.

## The interactions are determined

```lean
/-- The energies of all configurations determine the cluster interactions uniquely. -/
theorem IsClusterExpansion.unique {E J J' : Finset ι → ℝ}
    (h : IsClusterExpansion E J) (h' : IsClusterExpansion E J') : J = J' := by
  classical
  funext S
  induction S using Finset.strongInduction with
  | H S ih =>
    have e1 : E S = ∑ T ∈ S.powerset, J T := h S
    have e2 : E S = ∑ T ∈ S.powerset, J' T := h' S
    have a1 := add_sum_erase _ J (mem_powerset_self S)
    have a2 := add_sum_erase _ J' (mem_powerset_self S)
    -- all proper subclusters already agree
    have e3 : ∑ T ∈ S.powerset.erase S, J T = ∑ T ∈ S.powerset.erase S, J' T :=
      sum_congr rfl (fun T hT => ih T (Finset.ssubset_iff_subset_ne.mpr
        ⟨mem_powerset.mp (mem_erase.mp hT).2, (mem_erase.mp hT).1⟩))
    linarith
```

Two expansions of the same energies are equal. By hand, the defining sum gives

$$J(S)=E(S)-\sum_{T\subsetneq S}J(T),$$

so each interaction follows from those of smaller clusters. Strong induction supplies agreement on all proper subclusters (`e3`), and `linarith` does the subtraction.

```lean
/-- For `k > 0` and `c ≥ 0`, `J` is the cluster expansion of the relaxed energy exactly when
every `m`-site cluster has interaction `(-1)^(m+1) f² m! c^m / (2 ∏_{j=0}^m (k + j c))`. -/
theorem isClusterExpansion_relaxedEnergy_iff (hk : 0 < k) (hc : 0 ≤ c) (J : Finset ι → ℝ) :
    IsClusterExpansion (fun S => relaxedEnergy f k c S.card) J ↔
      ∀ T, J T = (-1) ^ (T.card + 1) * f ^ 2 * (T.card.factorial : ℝ) * c ^ T.card
        / (2 * ∏ j ∈ range (T.card + 1), (k + (j : ℝ) * c)) := by
  have hform : ∀ T : Finset ι, -(f ^ 2 / 2) * complianceDifference c k T.card
      = (-1) ^ (T.card + 1) * f ^ 2 * (T.card.factorial : ℝ) * c ^ T.card
        / (2 * ∏ j ∈ range (T.card + 1), (k + (j : ℝ) * c)) := by
    intro T
    unfold complianceDifference
    ring
  have hJ : IsClusterExpansion (fun S : Finset ι => relaxedEnergy f k c S.card)
      (fun T => -(f ^ 2 / 2) * complianceDifference c k T.card) := by
    intro S
    have hE : relaxedEnergy f k c S.card = -f ^ 2 / (2 * (k + c * S.card)) :=
      (isLeast_elasticEnergy hk hc S.card).csInf_eq
    show relaxedEnergy f k c S.card = _
    rw [hE, ← mul_sum, sum_complianceDifference hc S k hk, neg_mul, div_mul_div_comm,
      mul_one, neg_div]
  constructor
  · intro h T
    exact (congrFun (h.unique hJ) T).trans (hform T)
  · intro h
    have e : J = fun T => -(f ^ 2 / 2) * complianceDifference c k T.card :=
      funext fun T => (h T).trans (hform T).symm
    rw [e]
    exact hJ
```

For a cluster $T$ with $m$ sites, the formula is

$$J(T)=\frac{(-1)^{m+1}f^2\,m!\,c^m}{2\prod_{j=0}^{m}(k+jc)}.$$

The sign `↔` means "if and only if": these numbers reproduce every relaxed energy, and no others do. By hand, $E(|S|)=-\tfrac12f^2/(k+c|S|)$, and the cluster sum at $x=k$ turns this into $\sum_{T\subseteq S}\bigl[-\tfrac12f^2D_{|T|}(k)\bigr]$. In the proof, `hJ` is this expansion, `hform` rewrites its terms in the stated form, and uniqueness gives the forward direction.

What connects the theorem to a real alloy is the assumption that one harmonic coordinate, with constant force and a stiffness that depends linearly on the number of occupied sites and on nothing else in the configuration, represents the relaxation.

## Body orders, ratios and the pair term

```lean
/-- For `k > 0` and `c ≥ 0`, the interaction of a nonempty cluster of any size is nonzero
exactly when both the force `f` and the stiffness change `c` are nonzero. -/
theorem interaction_ne_zero_iff (hk : 0 < k) (hc : 0 ≤ c) {J : Finset ι → ℝ}
    (hJ : IsClusterExpansion (fun S => relaxedEnergy f k c S.card) J)
    {T : Finset ι} (hT : T.Nonempty) : J T ≠ 0 ↔ f ≠ 0 ∧ c ≠ 0 := by
  have hP : 0 < ∏ j ∈ range (T.card + 1), (k + (j : ℝ) * c) :=
    prod_pos (fun j _ => by positivity)
  have hm : T.card ≠ 0 := (card_pos.mpr hT).ne'
  rw [(isClusterExpansion_relaxedEnergy_iff hk hc J).1 hJ T]
  constructor
  · intro h
    refine ⟨fun hf => h ?_, fun h0 => h ?_⟩
    · rw [hf]
      simp
    · rw [h0, zero_pow hm, mul_zero, zero_div]
  · rintro ⟨hf, h0⟩
    exact div_ne_zero (mul_ne_zero (mul_ne_zero (mul_ne_zero
      (pow_ne_zero _ (by norm_num)) (pow_ne_zero _ hf))
      (Nat.cast_ne_zero.mpr (Nat.factorial_ne_zero _))) (pow_ne_zero _ h0))
      (mul_ne_zero two_ne_zero hP.ne')
```

A nonempty cluster has a nonzero interaction exactly when $f\ne0$ and $c\ne0$, since every other factor in the formula is nonzero. The empty cluster is excluded because $J(\varnothing)=-f^2/(2k)$ survives at $c=0$.

Cluster expansions are often fitted to relaxed energies from electronic-structure calculations; in this one-coordinate model with $f\neq0$ and $c>0$, truncation at any body order below the number of sites omits nonzero interactions.

```lean
/-- For `k > 0` and `c ≥ 0`, going from an `m`-site to an `(m+1)`-site cluster multiplies the
interaction by `-(m+1) c / (k + (m+1) c)`. -/
theorem interaction_succ (hk : 0 < k) (hc : 0 ≤ c) {J : Finset ι → ℝ}
    (hJ : IsClusterExpansion (fun S => relaxedEnergy f k c S.card) J)
    {T T' : Finset ι} (hT : T'.card = T.card + 1) :
    J T' = -(((T.card : ℝ) + 1) * c) / (k + ((T.card : ℝ) + 1) * c) * J T := by
  have hF := (isClusterExpansion_relaxedEnergy_iff hk hc J).1 hJ
  obtain ⟨P, hP⟩ : ∃ P, P = ∏ j ∈ range (T.card + 1), (k + (j : ℝ) * c) := ⟨_, rfl⟩
  have hP0 : 0 < P := by
    rw [hP]
    exact prod_pos (fun j _ => by positivity)
  rw [hF T', hF T, hT, prod_range_succ (fun j : ℕ => k + (j : ℝ) * c) (T.card + 1), ← hP,
    Nat.factorial_succ]
  push_cast
  rw [div_mul_div_comm, div_eq_div_iff (by positivity) (by positivity)]
  ring
```

Going from $m$ to $m+1$ sites, the formula gains a sign, a factor $m+1$ from the factorial, a factor $c$, and a new factor $k+(m+1)c$ in the denominator. Together they multiply the interaction by

$$-\frac{(m+1)c}{k+(m+1)c}.$$

The proof names the common product `P`, clears the denominators and leaves the remaining algebra to `ring`. The larger cluster `T'` need not contain `T`, because only the sizes matter. For $c>0$ the factor lies between $-1$ and $0$, so for $f\ne0$ the interactions alternate in sign and shrink in magnitude as the cluster grows. This holds for each single cluster; the total over all $m$-site clusters can still grow with $m$, because $n$ occupied sites contain $\binom nm$ of them.

```lean
/-- For `k > 0` and `c ≥ 0`, the pair interaction is `-f² c² / (k (k + c) (k + 2c))`. -/
theorem pair_interaction (hk : 0 < k) (hc : 0 ≤ c) {J : Finset ι → ℝ}
    (hJ : IsClusterExpansion (fun S => relaxedEnergy f k c S.card) J)
    {T : Finset ι} (hT : T.card = 2) :
    J T = -(f ^ 2 * c ^ 2) / (k * (k + c) * (k + 2 * c)) := by
  have hp : ∏ j ∈ range (2 + 1), (k + (j : ℝ) * c) = k * (k + c) * (k + 2 * c) := by
    norm_num [prod_range_succ]
  have h2 : ((Nat.factorial 2 : ℕ) : ℝ) = 2 := by norm_num [Nat.factorial]
  rw [(isClusterExpansion_relaxedEnergy_iff hk hc J).1 hJ T, hT, hp, h2,
    div_eq_div_iff (by positivity) (by positivity)]
  ring

end

end RelaxationClusterExpansion
```

Setting $m=2$ cancels $2!$ against the 2 in the denominator:

$$J(T)=-\frac{f^2c^2}{k(k+c)(k+2c)}.$$

The same value is $E(2)-2E(1)+E(0)$. Leaving out $E(0)$, as if the empty lattice had zero energy, gives a result too large by $f^2/(2k)$.

```lean
#print axioms RelaxationClusterExpansion.isClusterExpansion_relaxedEnergy_iff
#print axioms RelaxationClusterExpansion.interaction_ne_zero_iff
#print axioms RelaxationClusterExpansion.interaction_succ
#print axioms RelaxationClusterExpansion.pair_interaction
```

```
'RelaxationClusterExpansion.isClusterExpansion_relaxedEnergy_iff' depends on axioms: [propext, Classical.choice, Quot.sound]
'RelaxationClusterExpansion.interaction_ne_zero_iff' depends on axioms: [propext, Classical.choice, Quot.sound]
'RelaxationClusterExpansion.interaction_succ' depends on axioms: [propext, Classical.choice, Quot.sound]
'RelaxationClusterExpansion.pair_interaction' depends on axioms: [propext, Classical.choice, Quot.sound]
```
